# A totally symmetric real rank-four tensor invariant under O(d) is a multiple of the symmetrised delta tensor

When I reduce a one-loop integral with four loop momenta in the numerator, I first combine the denominators, shift the momentum and go to Euclidean space. Then I replace the product q_i q_j q_k q_l under the integral by

(q²)² / (d(d+2)) · (δ_ij δ_kl + δ_ik δ_jl + δ_il δ_jk).

The usual justification is that the result must be symmetric in its indices and that no direction is preferred, so only this combination of deltas is available. I would like to see that argument made rigorous, with the constant included, and checked by machine. Does it really follow from symmetry and orthogonal invariance alone, in every dimension d ≥ 1?

## Two kinds of reflection fix the tensor up to a factor

Yes. Let T_ijkl be real, unchanged under every permutation of its indices, and unchanged when an orthogonal matrix R acts on all four of them:

Σ_abce R_ia R_jb R_kc R_le T_abce = T_ijkl.

Write S_ijkl = δ_ij δ_kl + δ_ik δ_jl + δ_il δ_jk. The claim is T = c S, with c = (Σ_ij T_iijj) / (d(d+2)).

The orthogonal matrices needed are reflections R = 1 − t w wᵀ with t|w|² = 2. They are symmetric, and they are orthogonal because

R Rᵀ = 1 − 2t w wᵀ + t²|w|² w wᵀ = 1.

First take w = e_i and t = 2, which reverses axis i and leaves the others alone. If the value i occurs exactly once among the four indices of a component, invariance says that the component equals its own negative, so it vanishes. What remains are the components with four equal indices and those with two distinct pairs.

Now let i ≠ j and take w = e_i − 2e_j, so that |w|² = 5 and t = 2/5. Row i of R has the entries 3/5 in column i and 4/5 in column j, and zeros elsewhere. Invariance of T_iiii reads

T_iiii = (3/5)⁴ T_iiii + 6 (3/5)² (4/5)² T_iijj + (4/5)⁴ T_jjjj,

since the terms with an odd number of i's vanish. Multiplied by 625, this is

625 T_iiii = 81 T_iiii + 864 T_iijj + 256 T_jjjj.

Exchanging i and j gives a second equation with the same T_iijj. Subtracting the two gives 800 (T_iiii − T_jjjj) = 0, so all the components with four equal indices agree. Putting this back gives 288 T_iiii = 864 T_iijj, or

T_iiii = 3 T_iijj.

The tensor S has the same pattern: S_iiii = 3, S_iijj = 1 for i ≠ j, and zero whenever an index value occurs exactly once. Hence T = c S with c = T_iiii/3. For d = 1 there is only one component and nothing to mix.

The double trace expresses c without choosing an axis. Since S_iijj = 1 + 2δ_ij,

Σ_ij S_iijj = d² + 2d = d(d+2),

and therefore Σ_ij T_iijj = c d(d+2).

As a numerical instance, average n_i n_j n_k n_l over unit vectors n in three dimensions. The double trace is the average of (n²)² = 1, so c = 1/15. This gives ⟨n_z⁴⟩ = 3/15 = 1/5 and ⟨n_x² n_y²⟩ = 1/15. The direct integral ½ ∫ u⁴ du from −1 to 1 also gives 1/5, and the double trace adds up: 3 · 1/5 + 6 · 1/15 = 1.

## The tensor and its invariance in Lean

A `Tensor4 d` is a real function of four indices, each in `Fin d`, which has d elements. `delta` is the Kronecker delta, `symDelta` is S, and `doubleTrace` is Σ_ij T_iijj. The function `transform R T` is the action of R on all four indices, written as nested sums.

There are two hypotheses:

- `IsSymm4 T` says that exchanging neighbouring indices changes nothing. Such exchanges generate all permutations. For a loop integral this reflects the fact that the components of q commute.
- `IsIsotropic T` says that `transform R T` equals T for every R in Mathlib's `Matrix.orthogonalGroup`, reflections included. For a loop integral this stands for a weight that depends only on q², integrated over all of Euclidean space.

The theorem `tensor_reduction` then states, for all i, j, k, l, that `T i j k l` equals `doubleTrace T / (d * (d + 2)) * symDelta i j k l`. No separate assumption d ≥ 1 appears, because an index i in `Fin d` can exist only if d is positive.

The metric is Euclidean and d is a natural number, so the theorem supports the numerator replacement in QED loop integrals after Wick rotation in integer dimension, but not its continuation to d = 4 − 2ε. The file treats the tensor alone; convergence and invariance have to be established for each integral to which the formula is applied.

Invariance could also have been required only for proper rotations, with determinant 1. That is a weaker hypothesis and would make a stronger theorem. The conclusion would survive: for d ≥ 2 rotations carry any unit vector to any other, so the quartic form Σ T_ijkl x_i x_j x_k x_l is constant on the unit sphere. It is therefore a multiple of (x²)², and a totally symmetric tensor is determined by its quartic form. For d = 1 there is only one component. The proof would have to change, however, because the reflections used here have determinant −1.

```lean
import Mathlib

open Matrix

namespace RankFourTensorReduction

noncomputable section

variable {d : ℕ}

/-- Real tensors with four indices on `d`-dimensional space. -/
abbrev Tensor4 (d : ℕ) := Fin d → Fin d → Fin d → Fin d → ℝ

/-- The Kronecker delta. -/
def delta (i j : Fin d) : ℝ := if i = j then 1 else 0

/-- The symmetrised product of two Kronecker deltas. -/
def symDelta : Tensor4 d := fun i j k l =>
  delta i j * delta k l + delta i k * delta j l + delta i l * delta j k

/-- The matrix `R` acting on all four indices of a tensor. -/
def transform (R : Matrix (Fin d) (Fin d) ℝ) (T : Tensor4 d) : Tensor4 d := fun i j k l =>
  ∑ a, R i a * ∑ b, R j b * ∑ c, R k c * ∑ e, R l e * T a b c e

/-- Total symmetry: the tensor is unchanged when neighbouring indices are exchanged. -/
def IsSymm4 (T : Tensor4 d) : Prop := ∀ i j k l,
  T i j k l = T j i k l ∧ T i j k l = T i k j l ∧ T i j k l = T i j l k

/-- Isotropy: the tensor is unchanged by every orthogonal matrix. -/
def IsIsotropic (T : Tensor4 d) : Prop :=
  ∀ R ∈ Matrix.orthogonalGroup (Fin d) ℝ, ∀ i j k l, transform R T i j k l = T i j k l

/-- The double trace, the sum of `T i i j j` over `i` and `j`. -/
def doubleTrace (T : Tensor4 d) : ℝ := ∑ i, ∑ j, T i i j j

/-- The matrix `1 - t w wᵀ`. -/
def reflection (t : ℝ) (w : Fin d → ℝ) : Matrix (Fin d) (Fin d) ℝ :=
  Matrix.of fun a b => delta a b - t * w a * w b

/-- Contraction with a Kronecker delta renames an index. -/
theorem sum_delta (i : Fin d) (f : Fin d → ℝ) : ∑ b, delta i b * f b = f i := by
  simp [delta]

/-- A matrix is orthogonal exactly when its rows are orthonormal. -/
theorem orthogonal_iff (R : Matrix (Fin d) (Fin d) ℝ) :
    R ∈ Matrix.orthogonalGroup (Fin d) ℝ ↔ ∀ i j, ∑ a, R i a * R j a = delta i j := by
  rw [Matrix.mem_orthogonalGroup_iff, ← Matrix.ext_iff]
  simp [Matrix.mul_apply, Matrix.one_apply, delta]

/-- The action of `1 - t w wᵀ` on a vector, in components. -/
theorem reflection_row (t : ℝ) (w f : Fin d → ℝ) (x : Fin d) :
    ∑ b, reflection t w x b * f b = f x - t * w x * ∑ b, w b * f b := by
  rw [← sum_delta x f, Finset.mul_sum, ← Finset.sum_sub_distrib]
  refine Finset.sum_congr rfl fun b _ => ?_
  simp only [reflection, Matrix.of_apply]
  ring

/-- If `t |w|² = 2`, then `1 - t w wᵀ` is orthogonal. -/
theorem reflection_mem (t : ℝ) (w : Fin d → ℝ) (h : t * ∑ b, w b * w b = 2) :
    reflection t w ∈ Matrix.orthogonalGroup (Fin d) ℝ := by
  rw [orthogonal_iff]
  intro i j
  have h1 : ∑ b, w b * reflection t w j b = w j - t * w j * ∑ b, w b * w b := by
    rw [← reflection_row]
    exact Finset.sum_congr rfl fun b _ => mul_comm _ _
  have hc : delta j i = delta i j := if_congr eq_comm rfl rfl
  rw [reflection_row t w (fun a => reflection t w j a) i, h1]
  simp only [reflection, Matrix.of_apply]
  linear_combination t * w i * w j * h + hc

/-- A component of an isotropic tensor vanishes if its first index differs from the others. -/
theorem component_eq_zero {T : Tensor4 d} (hT : IsIsotropic T) {i j k l : Fin d}
    (hj : i ≠ j) (hk : i ≠ k) (hl : i ≠ l) : T i j k l = 0 := by
  -- reflect the axis `i`
  have hR := reflection_mem 2 (delta i) (by rw [sum_delta]; simp [delta])
  have ri : ∀ f : Fin d → ℝ, ∑ b, reflection 2 (delta i) i b * f b = -f i := by
    intro f
    rw [reflection_row, sum_delta, show delta i i = 1 by simp [delta]]
    ring
  have r : ∀ x, i ≠ x → ∀ f : Fin d → ℝ, ∑ b, reflection 2 (delta i) x b * f b = f x := by
    intro x hx f
    rw [reflection_row, show delta i x = 0 by simp [delta, hx]]
    ring
  have h := hT _ hR i j k l
  simp only [transform, ri, r j hj, r k hk, r l hl] at h
  linarith

/-- Mixing two axes `i ≠ j` relates the components `iiii`, `jjjj` and `iijj`. -/
theorem mixing_relation {T : Tensor4 d} (hs : IsSymm4 T) (hT : IsIsotropic T) {i j : Fin d}
    (h : i ≠ j) : 81 * T i i i i + 256 * T j j j j + 864 * T i i j j = 625 * T i i i i := by
  let w : Fin d → ℝ := fun b => delta i b - 2 * delta j b
  have hw : ∀ f : Fin d → ℝ, ∑ b, w b * f b = f i - 2 * f j := by
    intro f
    simp only [w, sub_mul, mul_assoc, Finset.sum_sub_distrib, ← Finset.mul_sum, sum_delta]
  have wi : w i = 1 := by simp [w, delta, h.symm]
  have wj : w j = -2 := by simp [w, delta, h]
  have hR := reflection_mem (2 / 5) w (by rw [hw, wi, wj]; norm_num)
  have r : ∀ f : Fin d → ℝ,
      ∑ b, reflection (2 / 5) w i b * f b = 3 / 5 * f i + 4 / 5 * f j := by
    intro f
    rw [reflection_row, hw, wi]
    ring
  have e := hT _ hR i i i i
  simp only [transform, r] at e
  -- components with an odd number of `i` vanish, those with two `i` and two `j` agree by symmetry
  have a := component_eq_zero hT h.symm h.symm h.symm
  have b := component_eq_zero hT h h h
  linarith [(hs i j i i).1, (hs i i j i).2.1, (hs i i i j).2.2, (hs j i j j).1,
    (hs j j i j).2.1, (hs j j j i).2.2, (hs i j i j).2.1, (hs i j j i).2.2,
    (hs j i i j).1, (hs j i j i).1, (hs j j i i).2.1]

/-- The symmetrised delta tensor is totally symmetric and isotropic, with double trace
`d (d + 2)`. -/
theorem symDelta_witness : IsSymm4 (symDelta (d := d)) ∧ IsIsotropic (symDelta (d := d)) ∧
    doubleTrace (symDelta (d := d)) = d * (d + 2) := by
  have hc : ∀ i j : Fin d, delta i j = delta j i := fun i j => if_congr eq_comm rfl rfl
  refine ⟨fun i j k l => ⟨?_, ?_, ?_⟩, fun R hR i j k l => ?_, ?_⟩
  · unfold symDelta; rw [hc j i]; ring
  · unfold symDelta; rw [hc k j]; ring
  · unfold symDelta; rw [hc l k]; ring
  · rw [orthogonal_iff] at hR
    -- contract the four indices one after the other
    have s1 : ∀ a b c, ∑ e, R l e * symDelta a b c e =
        delta a b * R l c + delta a c * R l b + delta b c * R l a := by
      intro a b c
      rw [← sum_delta c (R l), ← sum_delta b (R l), ← sum_delta a (R l)]
      simp only [Finset.mul_sum, ← Finset.sum_add_distrib]
      exact Finset.sum_congr rfl fun e _ => by unfold symDelta; ring
    have s2 : ∀ a b, ∑ c, R k c * (delta a b * R l c + delta a c * R l b + delta b c * R l a) =
        delta a b * delta k l + R l b * R k a + R l a * R k b := by
      intro a b
      rw [← hR k l, ← sum_delta a (R k), ← sum_delta b (R k)]
      simp only [Finset.mul_sum, ← Finset.sum_add_distrib]
      exact Finset.sum_congr rfl fun c _ => by ring
    have s3 : ∀ a, ∑ b, R j b * (delta a b * delta k l + R l b * R k a + R l a * R k b) =
        delta k l * R j a + R k a * delta j l + R l a * delta j k := by
      intro a
      rw [← hR j l, ← hR j k, ← sum_delta a (R j)]
      simp only [Finset.mul_sum, ← Finset.sum_add_distrib]
      exact Finset.sum_congr rfl fun b _ => by ring
    simp only [transform, s1, s2, s3]
    have s4 : symDelta i j k l =
        delta k l * delta i j + delta j l * delta i k + delta j k * delta i l := by
      unfold symDelta; ring
    rw [s4, ← hR i j, ← hR i k, ← hR i l]
    simp only [Finset.mul_sum, ← Finset.sum_add_distrib]
    exact Finset.sum_congr rfl fun a _ => by ring
  · have h1 : ∀ i j : Fin d, symDelta i i j j = 1 + 2 * delta i j := by
      intro i j
      by_cases h : i = j <;> simp [symDelta, delta, h]
      norm_num
    have h2 : ∀ i : Fin d, ∑ j, symDelta i i j j = (d : ℝ) + 2 := by
      intro i
      simp [h1, Finset.sum_add_distrib, delta]
    simp [doubleTrace, h2]
    ring

/-- Rank-four tensor reduction: a totally symmetric isotropic tensor is the symmetrised delta
tensor times its double trace divided by `d (d + 2)`. -/
theorem tensor_reduction {T : Tensor4 d} (hs : IsSymm4 T) (hT : IsIsotropic T)
    (i j k l : Fin d) :
    T i j k l = doubleTrace T / (d * (d + 2)) * symDelta i j k l := by
  obtain ⟨c, hc⟩ : ∃ c, ∀ i j k l, T i j k l = c * symDelta i j k l := by
    refine ⟨T i i i i / 3, ?_⟩
    generalize i = p
    have hα : ∀ x, T x x x x = T p p p p := by
      intro x
      by_cases h : x = p
      · rw [h]
      · linarith [mixing_relation hs hT h, mixing_relation hs hT (Ne.symm h),
          (hs x x p p).2.1, (hs x p x p).1, (hs p x x p).2.2, (hs p x p x).2.1]
    have hβ : ∀ x y, x ≠ y → T x x y y = T p p p p / 3 := by
      intro x y h
      linarith [mixing_relation hs hT h, hα x, hα y]
    -- either the indices pair up, or one of them differs from all others
    intro i j k l
    by_cases hij : i = j
    · subst hij
      by_cases hkl : k = l
      · subst hkl
        by_cases hik : i = k
        · subst hik
          have : symDelta i i i i = 3 := by simp [symDelta, delta]; norm_num
          rw [this, hα i]; ring
        · have : symDelta i i k k = 1 := by simp [symDelta, delta, hik]
          rw [this, hβ i k hik, mul_one]
      · by_cases hik : i = k
        · subst hik
          have : symDelta i i i l = 0 := by simp [symDelta, delta, hkl]
          rw [this, mul_zero, (hs i i i l).2.2, (hs i i l i).2.1, (hs i l i i).1]
          exact component_eq_zero hT (Ne.symm hkl) (Ne.symm hkl) (Ne.symm hkl)
        · have : symDelta i i k l = 0 := by simp [symDelta, delta, hkl, hik]
          rw [this, mul_zero, (hs i i k l).2.1, (hs i k i l).1]
          exact component_eq_zero hT (Ne.symm hik) (Ne.symm hik) hkl
    · by_cases hik : i = k
      · subst hik
        by_cases hjl : j = l
        · subst hjl
          have : symDelta i j i j = 1 := by simp [symDelta, delta, hij]
          rw [this, (hs i j i j).2.1, hβ i j hij, mul_one]
        · have : symDelta i j i l = 0 := by simp [symDelta, delta, hij, hjl, Ne.symm hij]
          rw [this, mul_zero, (hs i j i l).1]
          exact component_eq_zero hT (Ne.symm hij) (Ne.symm hij) hjl
      · by_cases hil : i = l
        · subst hil
          by_cases hjk : j = k
          · subst hjk
            have : symDelta i j j i = 1 := by simp [symDelta, delta, hij]
            rw [this, (hs i j j i).2.2, (hs i j i j).2.1, hβ i j hij, mul_one]
          · have : symDelta i j k i = 0 := by simp [symDelta, delta, hij, hik, hjk]
            rw [this, mul_zero, (hs i j k i).1]
            exact component_eq_zero hT (Ne.symm hij) hjk (Ne.symm hij)
        · have : symDelta i j k l = 0 := by simp [symDelta, delta, hij, hik, hil]
          rw [this, mul_zero]
          exact component_eq_zero hT hij hik hil
  -- the double trace fixes the constant
  have ht : doubleTrace T = c * (d * (d + 2)) := by
    rw [← symDelta_witness.2.2]
    simp only [doubleTrace, hc, Finset.mul_sum]
  have hd : (0 : ℝ) < d := Nat.cast_pos.mpr i.pos
  have hne : (d : ℝ) * (d + 2) ≠ 0 := by positivity
  rw [ht, mul_div_cancel_right₀ c hne, hc]

end

end RankFourTensorReduction
```

```lean
#print axioms RankFourTensorReduction.tensor_reduction
-- 'RankFourTensorReduction.tensor_reduction' depends on axioms: [propext, Classical.choice, Quot.sound]
```

## From reflected axes to the reduction formula

`sum_delta` contracts a vector with a delta, and `orthogonal_iff` turns membership in the orthogonal group into orthonormality of the rows. `reflection_row` computes the action of 1 − t w wᵀ on a vector f,

Σ_b R_xb f_b = f_x − t w_x Σ_b w_b f_b,

and `reflection_mem` uses it to show that the matrix is orthogonal when t|w|² = 2. The closing `linear_combination` is the cancellation in R Rᵀ above.

`component_eq_zero` reverses axis i. Its local facts `ri` and `r` say that row i returns −f_i and every other row x returns f_x. Rewriting the four nested sums with them leaves −T_ijkl = T_ijkl, from which `linarith` concludes that the component is zero. The lemma is stated for a unique index in first position, and symmetry takes care of the other positions later.

`mixing_relation` is the equation with 81, 864, 256 and 625. Here `r` is the row with entries 3/5 and 4/5, and applying it four times expands T_iiii into sixteen terms. The facts `a` and `b` remove T_jiii and T_ijjj. The symmetry facts passed to `linarith` identify every other term that mixes i and j with one of these two or with T_iijj, so that only T_iiii, T_jjjj and T_iijj are left.

`symDelta_witness` shows that S itself is symmetric and invariant and has double trace d(d+2). For the invariance, `s1`, `s2` and `s3` contract the last three indices one after the other, and each pair of rows that meets is replaced by a delta through Σ_a R_ia R_ja = δ_ij. The final contraction, over the first index, completes the calculation. For d ≥ 1 this also supplies a non-zero tensor to which the main theorem applies.

`tensor_reduction` first produces a constant c with T = c S, namely one third of a component with four equal indices. The fact `hα` says that all such components agree, and `hβ` says that T_xxyy is one third of them when x ≠ y. Both come from `mixing_relation`: the first by the subtraction above, the second by putting the result back. The nested `by_cases` then run through the possible coincidences among i, j, k and l:

- If all four indices are equal, S is 3 and `hα` applies.
- If they form two distinct pairs, S is 1; symmetry brings the component to the form T_xxyy, and `hβ` applies.
- Otherwise some value occurs exactly once and S is 0; symmetry moves that index to the front where necessary, and `component_eq_zero` applies.

Finally, `ht` takes the double trace of T = c S, using the value from `symDelta_witness`. The existence of the index i makes d positive, so d(d+2) is non-zero and the division recovers c.
